# Force balance for a displaced nucleus in a finite-basis Feynman model

In Feynman's picture of the attraction between two distant atoms, each nucleus is pulled by its own distorted electron cloud. To express this with matrices, one must choose what moving a nucleus does to the electronic Hamiltonian. Here nucleus $a$ is displaced by conjugating its potential with $e^{sP}$, while nucleus $b$ stays fixed:

$$H(s)=T+V_a(s)+V_b,\qquad V_a(s)=e^{sP}V_ae^{-sP}.$$

All matrices are real and finite. $T$, $V_a$ and $V_b$ are symmetric; $P$ is antisymmetric and commutes with $T$, which expresses the translation invariance of the kinetic energy. In continuous space $P=-\partial_x$, so $P$ is not the Hermitian momentum, which is $i\hbar P$.

Let $\psi(t)$ be unit eigenvectors of $H(t)$ with eigenvalues $E(t)$ for all $t$, and let $\psi$ be differentiable at $s$. With $[A,B]=AB-BA$ and $\psi=\psi(s)$, the claim is

$$E'(s)=\langle\psi,[P,V_a(s)]\psi\rangle=-\langle\psi,[P,V_b]\psi\rangle .$$

In continuous space $[P,V]=-\partial_xV$ is the force that $V$ exerts on the electrons. The electronic force on nucleus $a$, $-E'(s)$, therefore equals the force of nucleus $b$ on the electrons. Reading the matrix commutator as this force is the step from model to atom that the hypotheses do not supply.

## The balance from two expectation values

Since $P^{\mathsf T}=-P$, the transpose of $e^{sP}$ is $e^{-sP}$, so $V_a(s)$ and $H(s)$ are symmetric. The product rule gives

$$V_a'(s)=PV_a(s)-V_a(s)P=[P,V_a(s)].$$

Differentiating $\langle\psi,\psi\rangle=1$ gives $\langle\psi,\psi'\rangle=0$. Since $E=\langle\psi,H\psi\rangle$, symmetry of $H$ then yields

$$E'=\langle\psi',H\psi\rangle+\langle\psi,H'\psi\rangle+\langle H\psi,\psi'\rangle
=2E\langle\psi,\psi'\rangle+\langle\psi,H'\psi\rangle=\langle\psi,H'\psi\rangle .$$

With $H'=V_a'$ this is the first equality. For the second,

$$\langle\psi,[P,H]\psi\rangle=E\langle\psi,P\psi\rangle-\langle H\psi,P\psi\rangle=0,$$

and $[P,T]=0$ leaves $\langle\psi,[P,V_a(s)]\psi\rangle+\langle\psi,[P,V_b]\psi\rangle=0$.

The same argument for the isolated atom, $(T+V_a)\varphi=\varepsilon\varphi$, gives $\langle\varphi,[P,V_a]\varphi\rangle=0$. A non-zero pull therefore requires a state that is not an eigenvector of the isolated atom.

## A two-state example with slope √2

Take $T=1$ and

$$P=\begin{pmatrix}0&-1\\1&0\end{pmatrix},\quad V_a=\begin{pmatrix}1&0\\0&-1\end{pmatrix},\quad V_b=\begin{pmatrix}0&1\\1&0\end{pmatrix}.$$

Because $P^2=-1$, the product $(\cos u-P\sin u)e^{uP}$ has zero derivative and equals its value $1$ at $u=0$. Multiplying by $\cos u+P\sin u$, the inverse of the first factor, gives $e^{uP}=\cos u+P\sin u$. Hence

$$V_a(t)=\begin{pmatrix}\cos2t&\sin2t\\\sin2t&-\cos2t\end{pmatrix}.$$

Let $a=t/2+\pi/8$, $b=t-\pi/4$ and $\psi(t)=(\cos a,\sin a)$; in this calculation the letters denote angles. Then $V_a(t)$ sends $\psi$ to the unit vector at angle $2t-a=a+b$, and $V_b$ sends it to the one at angle $\pi/2-a=a-b$. Their sum is $2\cos b\,\psi$, so $E(t)=1+2\cos(t-\pi/4)$ and $E'(0)=\sqrt2$. Directly, $[P,V_a]=2V_b$ has expectation value $4\sin a\cos a=2\sin(\pi/4)=\sqrt2$ at $t=0$.

## Matrices, states and displacement in Lean

The finite type `n` labels the basis.

```lean
import Mathlib

open Matrix

namespace FeynmanForceModel

noncomputable section

variable {n : Type*} [Fintype n] [DecidableEq n]
```

The commutator and the quadratic form come first. `expect` does not divide by the squared norm, so it is an expectation value only for unit vectors.

```lean
/-- The commutator `[A, B] = AB - BA`. -/
def commutator (A B : Matrix n n ℝ) : Matrix n n ℝ := A * B - B * A

/-- The quadratic form `⟨ψ, A ψ⟩`, the expectation value of `A` when `ψ` is a unit vector. -/
def expect (ψ : n → ℝ) (A : Matrix n n ℝ) : ℝ := ψ ⬝ᵥ A *ᵥ ψ
```

The next definitions give $e^{sP}$, $V_a(s)$ and $H(s)$.

```lean
/-- The finite displacement `exp(sP)` generated by `P`. -/
def translation (P : Matrix n n ℝ) (s : ℝ) : Matrix n n ℝ := NormedSpace.exp (s • P)

/-- The potential `V` carried along by the displacement, `exp(sP) V exp(-sP)`. -/
def displaced (P V : Matrix n n ℝ) (s : ℝ) : Matrix n n ℝ :=
  translation P s * V * translation P (-s)

/-- The electronic Hamiltonian with nucleus `a` displaced by `s` and nucleus `b` fixed. -/
def hamiltonian (T Va Vb P : Matrix n n ℝ) (s : ℝ) : Matrix n n ℝ :=
  T + displaced P Va s + Vb
```

## Symmetry and the rate of change of the potential

`symm_dot` moves a symmetric matrix across the dot product. `displaced_isSymm` transposes the exponential and reverses the order of the factors.

```lean
omit [DecidableEq n] in
/-- A real symmetric matrix may be moved from one side of the inner product to the other. -/
theorem symm_dot {A : Matrix n n ℝ} (hA : A.IsSymm) (x y : n → ℝ) :
    x ⬝ᵥ A *ᵥ y = (A *ᵥ x) ⬝ᵥ y := by
  rw [Matrix.dotProduct_mulVec, ← Matrix.mulVec_transpose, hA.eq]

/-- A symmetric potential stays symmetric when displaced by an antisymmetric generator. -/
theorem displaced_isSymm {P V : Matrix n n ℝ} (hP : Pᵀ = -P) (hV : V.IsSymm) (s : ℝ) :
    (displaced P V s).IsSymm := by
  have h : ∀ t, (translation P t)ᵀ = translation P (-t) := by
    intro t
    rw [translation, translation, ← Matrix.exp_transpose, Matrix.transpose_smul, hP,
      smul_neg, neg_smul]
  rw [Matrix.IsSymm, displaced, Matrix.transpose_mul, Matrix.transpose_mul, h, h, hV.eq,
    neg_neg, mul_assoc]
```

For the derivative, `h1` and `h2` differentiate the two exponentials, `h3` applies the product rule, and `key` rearranges the result into the commutator. The last step passes from matrices to their entries.

```lean
open scoped Matrix.Norms.Operator in
/-- Each matrix element of the displaced potential changes at the rate given by the
commutator of the generator with that potential. -/
theorem displaced_hasDerivAt (P V : Matrix n n ℝ) (s : ℝ) (i j : n) :
    HasDerivAt (fun t => displaced P V t i j) (commutator P (displaced P V s) i j) s := by
  have h1 := hasDerivAt_exp_smul_const' (𝕂 := ℝ) P s
  have h2 := hasDerivAt_exp_smul_const (𝕂 := ℝ) (-P) s
  simp only [smul_neg, ← neg_smul] at h2
  -- product rule in the matrix algebra
  have h3 := (h1.mul_const V).fun_mul h2
  have key : ∀ X Y : Matrix n n ℝ,
      P * X * V * Y + X * V * (Y * -P) = P * (X * V * Y) - X * V * Y * P := by
    intro X Y
    simp only [mul_neg, mul_assoc, sub_eq_add_neg]
  have h4 := h3.congr_deriv (show _ = commutator P (displaced P V s) from key _ _)
  -- reading off a matrix element is a continuous linear map
  exact (LinearMap.toContinuousLinearMap
    (Matrix.entryLinearMap ℝ ℝ i j)).hasFDerivAt.comp_hasDerivAt s h4
```

## The energy slope and the vanishing commutator

In `hellmann_feynman`, `HasDerivAt E ... s` is the conclusion: differentiability of the energy is derived from that of the state. The vector `d` is $\psi'(s)$, `hN` is its orthogonality to the state, `hE` writes the energy as a quadratic form, and `hD` differentiates it. `hv` then removes the two response terms.

```lean
omit [DecidableEq n] in
/-- Hellmann-Feynman theorem: for unit eigenvectors differentiable at `s`, and a Hamiltonian
symmetric and differentiable at `s`, the energy slope is the expectation value of `H'`. -/
theorem hellmann_feynman {H : ℝ → Matrix n n ℝ} {H' : Matrix n n ℝ} {ψ : ℝ → n → ℝ}
    {E : ℝ → ℝ} {s : ℝ} (hH : (H s).IsSymm) (hψ : DifferentiableAt ℝ ψ s)
    (hnorm : ∀ t, ψ t ⬝ᵥ ψ t = 1) (heig : ∀ t, H t *ᵥ ψ t = E t • ψ t)
    (hH' : ∀ i j, HasDerivAt (fun t => H t i j) (H' i j) s) :
    HasDerivAt E (expect (ψ s) H') s := by
  obtain ⟨d, hd⟩ : ∃ d, HasDerivAt ψ d s := ⟨_, hψ.hasDerivAt⟩
  have hc := hasDerivAt_pi.1 hd
  -- normalisation makes the response orthogonal to the state
  have hN : ψ s ⬝ᵥ d = 0 := by
    have h1 : HasDerivAt (fun t => ∑ i, ψ t i * ψ t i)
        (∑ i, (d i * ψ s i + ψ s i * d i)) s :=
      HasDerivAt.fun_sum fun i _ => (hc i).fun_mul (hc i)
    have h2 : (fun t => ∑ i, ψ t i * ψ t i) = fun _ => (1 : ℝ) := funext hnorm
    rw [h2] at h1
    have h3 := h1.unique (hasDerivAt_const s (1 : ℝ))
    have h4 : ∑ i, (d i * ψ s i + ψ s i * d i) = 2 * (ψ s ⬝ᵥ d) := by
      rw [dotProduct, Finset.mul_sum]
      exact Finset.sum_congr rfl fun i _ => by ring
    linarith
  have hE : E = fun t => ∑ i, ψ t i * ∑ j, H t i j * ψ t j := by
    funext t
    have h : ψ t ⬝ᵥ H t *ᵥ ψ t = E t := by
      rw [heig, dotProduct_smul, hnorm, smul_eq_mul, mul_one]
    exact h.symm
  have hD : HasDerivAt (fun t => ∑ i, ψ t i * ∑ j, H t i j * ψ t j)
      (∑ i, (d i * ∑ j, H s i j * ψ s j +
        ψ s i * ∑ j, (H' i j * ψ s j + H s i j * d j))) s :=
    HasDerivAt.fun_sum fun i _ => (hc i).fun_mul
      (HasDerivAt.fun_sum fun j _ => (hH' i j).fun_mul (hc j))
  have hv : d ⬝ᵥ H s *ᵥ ψ s + (ψ s ⬝ᵥ H' *ᵥ ψ s + ψ s ⬝ᵥ H s *ᵥ d) = expect (ψ s) H' := by
    rw [symm_dot hH (ψ s) d, heig, dotProduct_smul, smul_dotProduct, dotProduct_comm d, hN]
    simp [expect]
  rw [hE]
  refine hD.congr_deriv (Eq.trans ?_ hv)
  simp only [dotProduct, Matrix.mulVec, Finset.sum_add_distrib, mul_add]
```

`hypervirial` holds for any matrix `P` and needs no normalisation. For a non-zero `φ`, dividing by $\langle\varphi,\varphi\rangle$ gives the expectation value, which is again zero.

```lean
omit [DecidableEq n] in
/-- Hypervirial theorem: in an eigenvector of a symmetric `H`, the expectation value of
`[P, H]` vanishes for every `P`. -/
theorem hypervirial (P : Matrix n n ℝ) {H : Matrix n n ℝ} {φ : n → ℝ} {ε : ℝ}
    (hH : H.IsSymm) (heig : H *ᵥ φ = ε • φ) : expect φ (commutator P H) = 0 := by
  rw [expect, commutator, Matrix.sub_mulVec, dotProduct_sub, ← Matrix.mulVec_mulVec,
    ← Matrix.mulVec_mulVec, symm_dot hH, heig, Matrix.mulVec_smul, dotProduct_smul,
    smul_dotProduct, sub_self]
```

## The force balance and the isolated atom

The main theorem is stated at any `s`; at `s = 0` the displaced potential is `Va` itself. Its first part feeds the derivative of the potential into `hellmann_feynman`. In the second, `hc` removes `T` from the commutator and `h0` supplies the zero sum.

```lean
/-- Feynman force balance: let `T`, `Va`, `Vb` be symmetric and `P` antisymmetric, commuting
with `T`. Along unit eigenvectors differentiable at `s`, the energy slope is the expectation
value of `[P, Va(s)]`, and this is minus that of `[P, Vb]`. -/
theorem feynman_force_balance {T Va Vb P : Matrix n n ℝ} {ψ : ℝ → n → ℝ} {E : ℝ → ℝ} {s : ℝ}
    (hT : T.IsSymm) (hVa : Va.IsSymm) (hVb : Vb.IsSymm) (hP : Pᵀ = -P) (hTP : Commute P T)
    (hψ : DifferentiableAt ℝ ψ s) (hnorm : ∀ t, ψ t ⬝ᵥ ψ t = 1)
    (heig : ∀ t, hamiltonian T Va Vb P t *ᵥ ψ t = E t • ψ t) :
    HasDerivAt E (expect (ψ s) (commutator P (displaced P Va s))) s ∧
      expect (ψ s) (commutator P (displaced P Va s)) = -expect (ψ s) (commutator P Vb) := by
  have hH : (hamiltonian T Va Vb P s).IsSymm := (hT.add (displaced_isSymm hP hVa s)).add hVb
  constructor
  · refine hellmann_feynman hH hψ hnorm heig fun i j => ?_
    exact ((displaced_hasDerivAt P Va s i j).const_add (T i j)).add_const (Vb i j)
  · -- the kinetic energy drops out of the hypervirial relation
    have h0 := hypervirial P hH (heig s)
    have hc : commutator P (hamiltonian T Va Vb P s) =
        commutator P (displaced P Va s) + commutator P Vb := by
      simp only [commutator, hamiltonian, mul_add, add_mul, hTP.eq]
      abel
    rw [hc, expect, Matrix.add_mulVec, dotProduct_add] at h0
    exact eq_neg_of_add_eq_zero_left h0
```

Within the model, this ties the Hellmann–Feynman force on a nucleus to the partner's force on the electrons. An ordinary fixed basis of an electronic-structure calculation need not meet the hypotheses: the projected $P$ and $T$ may fail to commute, and the projected potential of a moved nucleus may differ from $e^{sP}V_ae^{-sP}$. The balance concerns all electrons in the model and does not single out dispersion: it derives no distance law and does not divide the density between atoms. Nuclear repulsion is absent from $H$ and would add its own force. Electron–electron repulsion is not written out either; it is unchanged when all electrons move together, so it can be included in $T$ under the same hypotheses.

The isolated-atom theorem uses the same cancellation of `T`.

```lean
/-- For `T` and `Va` symmetric and `P` commuting with `T`, the expectation value of `[P, Va]`
vanishes in every eigenvector of the isolated atom `T + Va`. -/
theorem undistorted_cloud_no_pull {T Va P : Matrix n n ℝ} {φ : n → ℝ} {ε : ℝ}
    (hT : T.IsSymm) (hVa : Va.IsSymm) (hTP : Commute P T) (heig : (T + Va) *ᵥ φ = ε • φ) :
    expect φ (commutator P Va) = 0 := by
  have hc : commutator P (T + Va) = commutator P Va := by
    simp only [commutator, mul_add, add_mul, hTP.eq]
    abel
  rw [← hc]
  exact hypervirial P (hT.add hVa) heig
```

## The rotation model checked

`translation_of_sq` follows the constant-product argument: `hF` is the zero derivative, `h1` the constant value and `h2` the inverse factor.

```lean
open scoped Matrix.Norms.Operator in
/-- Euler's formula for a generator with `P² = -1`: `exp(tP) = cos t + P sin t`. -/
theorem translation_of_sq {P : Matrix n n ℝ} (hP : P * P = -1) (t : ℝ) :
    translation P t = Real.cos t • (1 : Matrix n n ℝ) + Real.sin t • P := by
  change NormedSpace.exp (t • P) = _
  -- (cos u - P sin u) exp(uP) does not depend on u
  have hF : ∀ u : ℝ, HasDerivAt (fun u : ℝ => (Real.cos u • (1 : Matrix n n ℝ) -
      Real.sin u • P) * NormedSpace.exp (u • P)) 0 u := by
    intro u
    have h := (((Real.hasDerivAt_cos u).smul_const (1 : Matrix n n ℝ)).fun_sub
      ((Real.hasDerivAt_sin u).smul_const P)).fun_mul
      (hasDerivAt_exp_smul_const' (𝕂 := ℝ) P u)
    have key : ∀ X : Matrix n n ℝ,
        ((-Real.sin u) • (1 : Matrix n n ℝ) - Real.cos u • P) * X +
          (Real.cos u • (1 : Matrix n n ℝ) - Real.sin u • P) * (P * X) = 0 := by
      intro X
      have h2 : P * (P * X) = -X := by rw [← mul_assoc, hP, neg_one_mul]
      simp only [sub_mul, smul_mul_assoc, one_mul, h2]
      module
    exact h.congr_deriv (key _)
  have h1 := is_const_of_deriv_eq_zero (fun u => (hF u).differentiableAt)
    (fun u => (hF u).deriv) t 0
  simp only [Real.cos_zero, Real.sin_zero, one_smul, zero_smul, sub_zero,
    NormedSpace.exp_zero, mul_one] at h1
  have h2 : (Real.cos t • (1 : Matrix n n ℝ) + Real.sin t • P) *
      (Real.cos t • (1 : Matrix n n ℝ) - Real.sin t • P) = 1 := by
    simp only [add_mul, mul_sub, smul_mul_assoc, mul_smul_comm, one_mul, mul_one, hP]
    linear_combination (norm := module) Real.sin_sq_add_cos_sq t • (1 : Matrix n n ℝ)
  calc NormedSpace.exp (t • P) = (Real.cos t • (1 : Matrix n n ℝ) + Real.sin t • P) *
        ((Real.cos t • (1 : Matrix n n ℝ) - Real.sin t • P) * NormedSpace.exp (t • P)) := by
        rw [← mul_assoc, h2, one_mul]
    _ = _ := by rw [h1, mul_one]
```

The matrices and state of the example are now defined. The matrix `rot` satisfies the algebraic conditions on `P`. It is also the matrix of $-\partial_x$ in the basis $\cos x,\sin x$ on a ring of circumference $2\pi$, where it generates translations along the ring.

```lean
/-- The generator of plane rotations. -/
def rot : Matrix (Fin 2) (Fin 2) ℝ := !![0, -1; 1, 0]

/-- The potential of nucleus `a` in the two-state model. -/
def va : Matrix (Fin 2) (Fin 2) ℝ := !![1, 0; 0, -1]

/-- The potential of nucleus `b` in the two-state model. -/
def vb : Matrix (Fin 2) (Fin 2) ℝ := !![0, 1; 1, 0]

/-- The electronic state of the two-state model at displacement `t`. -/
def cloud (t : ℝ) : Fin 2 → ℝ :=
  ![Real.cos (t / 2 + Real.pi / 8), Real.sin (t / 2 + Real.pi / 8)]
```

The witness verifies every hypothesis of the force balance for this model. In its proof `hM` is the rotated potential, and `h1` to `h4` are the angle identities behind the eigenvalue equation. At $t=0$ the state is the upper of the two levels, which is allowed because the balance holds for any eigenstate that meets the hypotheses.

```lean
/-- The two-state model with `T = 1` meets the hypotheses of the force balance, with energy
`1 + 2 cos(t - π/4)`, and the expectation value of `[P, Va]` at `t = 0` is `√2`. -/
theorem feynman_force_witness :
    rotᵀ = -rot ∧ va.IsSymm ∧ vb.IsSymm ∧ (1 : Matrix (Fin 2) (Fin 2) ℝ).IsSymm ∧
    Commute rot 1 ∧ Differentiable ℝ cloud ∧ (∀ t, cloud t ⬝ᵥ cloud t = 1) ∧
    (∀ t, hamiltonian 1 va vb rot t *ᵥ cloud t =
      (1 + 2 * Real.cos (t - Real.pi / 4)) • cloud t) ∧
    expect (cloud 0) (commutator rot va) = √2 := by
  refine ⟨?_, ?_, ?_, Matrix.transpose_one, Commute.one_right _, ?_, fun t => ?_,
    fun t => ?_, ?_⟩
  · ext i j; fin_cases i <;> fin_cases j <;> simp [rot]
  · ext i j; fin_cases i <;> fin_cases j <;> simp [va]
  · ext i j; fin_cases i <;> fin_cases j <;> simp [vb]
  · refine differentiable_pi.2 fun i => ?_
    fin_cases i
    · change Differentiable ℝ fun t : ℝ => Real.cos (t / 2 + Real.pi / 8)
      fun_prop
    · change Differentiable ℝ fun t : ℝ => Real.sin (t / 2 + Real.pi / 8)
      fun_prop
  · simp only [cloud, dotProduct, Fin.sum_univ_two, Matrix.cons_val_zero, Matrix.cons_val_one]
    linear_combination Real.sin_sq_add_cos_sq (t / 2 + Real.pi / 8)
  · have hJ : rot * rot = -1 := by
      ext i j; fin_cases i <;> fin_cases j <;> simp [rot, Matrix.mul_apply, Fin.sum_univ_succ]
    have hM : displaced rot va t = !![Real.cos (2 * t), Real.sin (2 * t);
        Real.sin (2 * t), -Real.cos (2 * t)] := by
      rw [displaced, translation_of_sq hJ, translation_of_sq hJ, Real.cos_neg, Real.sin_neg,
        Real.cos_two_mul', Real.sin_two_mul, Matrix.one_fin_two]
      ext i j
      fin_cases i <;> fin_cases j <;>
        simp [rot, va, Matrix.mul_apply, Fin.sum_univ_two] <;> ring
    -- sum-to-product formulas for the angles a and b
    obtain ⟨a, ha⟩ : ∃ a, a = t / 2 + Real.pi / 8 := ⟨_, rfl⟩
    obtain ⟨b, hb⟩ : ∃ b, b = t - Real.pi / 4 := ⟨_, rfl⟩
    have e1 : 2 * t = (a + b) + a := by rw [ha, hb]; ring
    have e2 : Real.pi / 2 - a = a - b := by rw [ha, hb]; ring
    have h1 : Real.sin a = Real.cos (a - b) := by rw [← e2, Real.cos_pi_div_two_sub]
    have h2 : Real.cos a = Real.sin (a - b) := by rw [← e2, Real.sin_pi_div_two_sub]
    have h3 : Real.cos (2 * t) * Real.cos a + Real.sin (2 * t) * Real.sin a =
        Real.cos (a + b) := by rw [← Real.cos_sub, e1, add_sub_cancel_right]
    have h4 : Real.sin (2 * t) * Real.cos a - Real.cos (2 * t) * Real.sin a =
        Real.sin (a + b) := by rw [← Real.sin_sub, e1, add_sub_cancel_right]
    rw [Real.cos_sub] at h1
    rw [Real.sin_sub] at h2
    rw [Real.cos_add] at h3
    rw [Real.sin_add] at h4
    rw [hamiltonian, hM, cloud, ← ha, ← hb, Matrix.one_fin_two]
    ext i
    fin_cases i
    · simp [vb, Matrix.mulVec, dotProduct, Fin.sum_univ_two]
      linear_combination h3 + h1
    · simp [vb, Matrix.mulVec, dotProduct, Fin.sum_univ_two]
      linear_combination h4 + h2
  · have hg : ∀ t, expect (cloud t) (commutator rot va) =
        4 * (Real.sin (t / 2 + Real.pi / 8) * Real.cos (t / 2 + Real.pi / 8)) := by
      intro t
      simp [expect, commutator, cloud, rot, va, Matrix.mulVec, dotProduct, Fin.sum_univ_succ]
      ring
    have h : √2 / 2 = 2 * Real.sin (0 / 2 + Real.pi / 8) * Real.cos (0 / 2 + Real.pi / 8) := by
      rw [← Real.sin_two_mul, ← Real.sin_pi_div_four]
      congr 1
      ring
    rw [hg]
    linear_combination -2 * h

end

end FeynmanForceModel
```

```lean
#print axioms FeynmanForceModel.feynman_force_balance
#print axioms FeynmanForceModel.undistorted_cloud_no_pull
```

```
'FeynmanForceModel.feynman_force_balance' depends on axioms: [propext, Classical.choice, Quot.sound]
'FeynmanForceModel.undistorted_cloud_no_pull' depends on axioms: [propext, Classical.choice, Quot.sound]
```
